# Of the M³ momentum-conserving two-body events on a periodic grid of M momenta, M(M−1)² are neither forward nor exchange

When two identical particles, labelled only by their momenta on a periodic grid, collide, the outgoing pair can equal the incoming pair, possibly with the two momenta swapped, and such a collision leaves every occupation unchanged. A direct evaluation of the collision sum in a transport equation can skip these events, and the question is how many terms that removes.

```lean
import Mathlib

open Filter Topology

namespace TwoBodyCollisionCost

noncomputable section

/-- The ordered quadruples `(k1, k2, k3, k4)` of grid momenta with `k1 + k2 = k3 + k4`. -/
def allowed (G : Type*) [AddCommGroup G] [Fintype G] [DecidableEq G] :
    Finset (G × G × G × G) :=
  Finset.univ.filter fun k => k.1 + k.2.1 = k.2.2.1 + k.2.2.2

/-- The allowed events whose outgoing pair `(k3, k4)` is `(k1, k2)` (forward) or
`(k2, k1)` (exchange). -/
def forwardExchange (G : Type*) [AddCommGroup G] [Fintype G] [DecidableEq G] :
    Finset (G × G × G × G) :=
  (allowed G).filter fun k =>
    (k.2.2.1, k.2.2.2) = (k.1, k.2.1) ∨ (k.2.2.1, k.2.2.2) = (k.2.1, k.1)

/-- The nontrivial events: allowed, but neither forward nor exchange. -/
def scattering (G : Type*) [AddCommGroup G] [Fintype G] [DecidableEq G] :
    Finset (G × G × G × G) :=
  allowed G \ forwardExchange G

/-- The two-body collision sum at momentum `p` over a set `E` of events: weight `W` times
gain minus loss, with occupations `f` and final-state factors `1 + η f`. -/
def collisionSum {G : Type*} [DecidableEq G] (η : ℝ) (W : G × G × G × G → ℝ) (f : G → ℝ)
    (E : Finset (G × G × G × G)) (p : G) : ℝ :=
  ∑ k ∈ E.filter (fun k => k.1 = p), W k *
    (f k.2.2.1 * f k.2.2.2 * (1 + η * f k.1) * (1 + η * f k.2.1)
      - f k.1 * f k.2.1 * (1 + η * f k.2.2.1) * (1 + η * f k.2.2.2))

variable {G : Type*} [AddCommGroup G] [Fintype G] [DecidableEq G]

/-- On a grid of `M` momenta exactly `M ^ 3` ordered quadruples conserve momentum. -/
theorem card_allowed : (allowed G).card = Fintype.card G ^ 3 := by
  have hcard : (Finset.univ : Finset (G × G × G)).card = Fintype.card G ^ 3 := by
    rw [Finset.card_univ, Fintype.card_prod, Fintype.card_prod]
    ring
  rw [← hcard]
  -- three momenta are free, the fourth is fixed by conservation
  refine Finset.card_bij' (fun k _ => (k.1, k.2.1, k.2.2.1))
    (fun t _ => (t.1, t.2.1, t.2.2, t.1 + t.2.1 - t.2.2)) ?_ ?_ ?_ ?_
  · intro k _
    exact Finset.mem_univ _
  · rintro ⟨a, b, c⟩ _
    simp [allowed]
  · rintro ⟨a, b, c, d⟩ h
    have h' : a + b = c + d := (Finset.mem_filter.mp h).2
    simp [h']
  · rintro ⟨a, b, c⟩ _
    rfl

/-- An event is nontrivial exactly when it conserves momentum and the outgoing momentum `k3`
differs from both incoming momenta. -/
theorem mem_scattering {a b c d : G} :
    (a, b, c, d) ∈ scattering G ↔ a + b = c + d ∧ c ≠ a ∧ c ≠ b := by
  have hA : (a, b, c, d) ∈ allowed G ↔ a + b = c + d := by simp [allowed]
  have hF : (a, b, c, d) ∈ forwardExchange G ↔
      a + b = c + d ∧ ((c, d) = (a, b) ∨ (c, d) = (b, a)) := by
    rw [forwardExchange, Finset.mem_filter, hA]
  rw [scattering, Finset.mem_sdiff, hA, hF]
  refine and_congr_right fun h => ?_
  -- conservation makes the second outgoing momentum follow from the first
  have h1 : (c, d) = (a, b) ↔ c = a := by
    refine ⟨fun e => congrArg Prod.fst e, fun e => ?_⟩
    have hd : d = b := by
      rw [e] at h
      exact (add_left_cancel h).symm
    rw [e, hd]
  have h2 : (c, d) = (b, a) ↔ c = b := by
    refine ⟨fun e => congrArg Prod.fst e, fun e => ?_⟩
    have hd : d = a := by
      rw [e, add_comm a b] at h
      exact (add_left_cancel h).symm
    rw [e, hd]
  rw [h1, h2]
  tauto

/-- For every fixed first momentum `p` there are exactly `(M - 1) ^ 2` nontrivial events. -/
theorem card_scattering_from (p : G) :
    ((scattering G).filter fun k => k.1 = p).card = (Fintype.card G - 1) ^ 2 := by
  have hcard : ((Finset.univ.erase (0 : G)) ×ˢ (Finset.univ.erase (0 : G))).card
      = (Fintype.card G - 1) ^ 2 := by
    rw [Finset.card_product, Finset.card_erase_of_mem (Finset.mem_univ _),
      Finset.card_univ, sq]
  rw [← hcard]
  -- coordinates: the two nonzero transfers k3 - k1 and k3 - k2
  refine Finset.card_bij' (fun k _ => (k.2.2.1 - k.1, k.2.2.1 - k.2.1))
    (fun t _ => (p, p + t.1 - t.2, p + t.1, p - t.2)) ?_ ?_ ?_ ?_
  · rintro ⟨a, b, c, d⟩ h
    obtain ⟨-, hca, hcb⟩ := mem_scattering.mp (Finset.mem_filter.mp h).1
    simp [sub_eq_zero, hca, hcb]
  · rintro ⟨q, r⟩ h
    have hqr : q ≠ 0 ∧ r ≠ 0 := by simpa using h
    refine Finset.mem_filter.mpr ⟨mem_scattering.mpr ⟨?_, ?_, ?_⟩, rfl⟩
    · show p + (p + q - r) = p + q + (p - r)
      abel
    · simpa using hqr.1
    · exact fun e => hqr.2 (sub_eq_self.mp e.symm)
  · rintro ⟨a, b, c, d⟩ h
    have hs := (mem_scattering.mp (Finset.mem_filter.mp h).1).1
    have ha : a = p := (Finset.mem_filter.mp h).2
    have hd : d = a + b - c := by
      rw [hs]
      abel
    subst hd
    subst ha
    refine Prod.ext ?_ (Prod.ext ?_ (Prod.ext ?_ ?_)) <;> dsimp only <;> abel
  · rintro ⟨q, r⟩ _
    refine Prod.ext ?_ ?_ <;> dsimp only <;> abel

/-- On a grid of `M` momenta exactly `M (M - 1) ^ 2` momentum-conserving events are
neither forward nor exchange. -/
theorem card_scattering :
    (scattering G).card = Fintype.card G * (Fintype.card G - 1) ^ 2 := by
  rw [Finset.card_eq_sum_card_fiberwise (f := Prod.fst) (t := Finset.univ)
    (fun _ _ => by simp), Finset.sum_congr rfl (fun p _ => card_scattering_from p),
    Finset.sum_const, Finset.card_univ, smul_eq_mul]

/-- The forward and exchange events number `2 M ^ 2 - M`, written without subtraction. -/
theorem card_forwardExchange :
    (forwardExchange G).card + Fintype.card G = 2 * Fintype.card G ^ 2 := by
  have h : (scattering G).card + (forwardExchange G).card = (allowed G).card :=
    Finset.card_sdiff_add_card_eq_card (Finset.filter_subset _ _)
  rw [card_scattering, card_allowed] at h
  obtain ⟨m, hm⟩ : ∃ m, Fintype.card G = m + 1 :=
    Nat.exists_eq_succ_of_ne_zero Fintype.card_ne_zero
  rw [hm, Nat.add_sub_cancel] at h
  rw [hm]
  nlinarith [h]

/-- Forward and exchange events make up the fraction `2 / M - 1 / M ^ 2` of all
momentum-conserving events. -/
theorem forwardExchange_fraction :
    ((forwardExchange G).card : ℝ) / (allowed G).card
      = 2 / (Fintype.card G : ℝ) - 1 / (Fintype.card G : ℝ) ^ 2 := by
  have hM : (Fintype.card G : ℝ) ≠ 0 := Nat.cast_ne_zero.mpr Fintype.card_ne_zero
  have h : ((forwardExchange G).card : ℝ) + Fintype.card G = 2 * (Fintype.card G : ℝ) ^ 2 := by
    exact_mod_cast card_forwardExchange (G := G)
  rw [card_allowed, Nat.cast_pow, eq_sub_of_add_eq h]
  field_simp

/-- Along any family of momentum grids whose size grows without bound, the fraction of
forward and exchange events tends to zero. -/
theorem forwardExchange_fraction_tendsto {ι : Type*} {l : Filter ι} (K : ι → Type*)
    [∀ i, AddCommGroup (K i)] [∀ i, Fintype (K i)] [∀ i, DecidableEq (K i)]
    (hK : Tendsto (fun i => Fintype.card (K i)) l atTop) :
    Tendsto (fun i => ((forwardExchange (K i)).card : ℝ) / (allowed (K i)).card) l (𝓝 0) := by
  have hi : Tendsto (fun i => (Fintype.card (K i) : ℝ)⁻¹) l (𝓝 0) :=
    tendsto_inv_atTop_zero.comp (tendsto_natCast_atTop_atTop.comp hK)
  have h2 := (hi.const_mul (2 : ℝ)).sub (hi.pow 2)
  have e : (2 * 0 - 0 ^ 2 : ℝ) = 0 := by norm_num
  rw [e] at h2
  refine h2.congr fun i => ?_
  rw [forwardExchange_fraction]
  ring

/-- The collision sum over all momentum-conserving events equals the sum over the nontrivial
ones, for any weight, occupation and statistical parameter `η`. -/
theorem collisionSum_allowed_eq_scattering (η : ℝ) (W : G × G × G × G → ℝ) (f : G → ℝ)
    (p : G) : collisionSum η W f (allowed G) p = collisionSum η W f (scattering G) p := by
  symm
  refine Finset.sum_subset (Finset.filter_subset_filter _ Finset.sdiff_subset) ?_
  rintro ⟨a, b, c, d⟩ hk hn
  have hk' := Finset.mem_filter.mp hk
  have hF : (a, b, c, d) ∈ forwardExchange G := by
    by_contra h
    exact hn (Finset.mem_filter.mpr ⟨Finset.mem_sdiff.mpr ⟨hk'.1, h⟩, hk'.2⟩)
  -- gain and loss cancel in a forward or exchange event
  have hcd : (c, d) = (a, b) ∨ (c, d) = (b, a) := (Finset.mem_filter.mp hF).2
  rcases hcd with e | e
  · have h1 : c = a := congrArg Prod.fst e
    have h2 : d = b := congrArg Prod.snd e
    rw [h1, h2]
    dsimp only
    ring
  · have h1 : c = b := congrArg Prod.fst e
    have h2 : d = a := congrArg Prod.snd e
    rw [h1, h2]
    dsimp only
    ring

end

end TwoBodyCollisionCost
```

```lean
#print axioms TwoBodyCollisionCost.forwardExchange_fraction
#print axioms TwoBodyCollisionCost.forwardExchange_fraction_tendsto
#print axioms TwoBodyCollisionCost.collisionSum_allowed_eq_scattering
```

```
'TwoBodyCollisionCost.forwardExchange_fraction' depends on axioms: [propext, Classical.choice, Quot.sound]
'TwoBodyCollisionCost.forwardExchange_fraction_tendsto' depends on axioms: [propext, Classical.choice, Quot.sound]
'TwoBodyCollisionCost.collisionSum_allowed_eq_scattering' depends on axioms: [propext, Classical.choice, Quot.sound]
```

## Momenta, events and the collision term

The grid is a finite abelian group `G` with $M$ elements, and $M$ appears in the code as `Fintype.card G`. A typical case is a uniform mesh of a Brillouin zone that contains zero momentum and has $L$ points along each of $d$ directions, so that $M = L^d$. Addition in the group is addition of crystal momenta up to a reciprocal lattice vector, so umklapp events are included.

An event is an ordered quadruple $(k_1,k_2,k_3,k_4)$ with incoming momenta $k_1,k_2$ and outgoing momenta $k_3,k_4$. Lean stores it as a nested tuple `k`, whose entries are `k.1`, `k.2.1`, `k.2.2.1` and `k.2.2.2`. Three finite sets of events are defined:

- `allowed G` contains the quadruples with $k_1+k_2=k_3+k_4$.
- `forwardExchange G` contains the allowed events with $(k_3,k_4)=(k_1,k_2)$, called forward, or $(k_3,k_4)=(k_2,k_1)$, called exchange.
- `scattering G` contains the remaining allowed events, called nontrivial here.

The collision sum at momentum $p$ over a set $E$ of events is

$$
C_E(p)=\sum_{\substack{k\in E\\ k_1=p}} W(k)\,\bigl[f_3f_4(1+\eta f_1)(1+\eta f_2)-f_1f_2(1+\eta f_3)(1+\eta f_4)\bigr],
$$

where $f_i=f(k_i)$ is the occupation of momentum $k_i$ and $W(k)$ is the weight of the event. The first product is the gain from the reverse process, and the second is the loss. The parameter $\eta$ sets the final-state factors: $\eta=-1$ gives Pauli blocking, $\eta=+1$ gives bosonic enhancement and $\eta=0$ gives classical particles. The theorem about this sum allows any real $\eta$, any real function `f` and any real function `W`. The definition multiplies gain and loss by the same weight, which assumes that an event and its reverse have equal weights. Beyond this built-in assumption, the theorem needs no symmetry of `W` and no bounds on the occupation.

Momentum conservation is the only selection rule in the counts. Energy conservation can be put into `W`, which may vanish on many events, but the counts do not register those zeros. The same applies to the Pauli principle: identical fermions labelled by momentum alone cannot share a momentum, so for them `W` should vanish when $k_1=k_2$ or $k_3=k_4$, yet such events are counted. The momentum is also the only label of a particle, so there is no spin or band index. Events are ordered, so swapping $k_3$ and $k_4$ gives a different event whenever the two momenta differ; a factor that compensates for this double counting can be absorbed into `W`.

## What is counted and what cancels

The theorem `card_allowed` says that there are exactly $M^3$ allowed events, and `card_scattering` says that exactly $M(M-1)^2$ of them are nontrivial. The sharper statement `card_scattering_from` fixes the first momentum: every $p$ has exactly $(M-1)^2$ nontrivial events with $k_1=p$. This is the number of terms left in the collision sum at one momentum. The subtraction in `Fintype.card G - 1` is between natural numbers, and it agrees with ordinary subtraction because a group has at least one element.

The theorem `card_forwardExchange` gives the number of forward and exchange events as $2M^2-M$, in the form "this number plus $M$ equals $2M^2$". By `forwardExchange_fraction`, their share of the allowed events is

$$
\frac{2}{M}-\frac{1}{M^2}.
$$

The limit statement `forwardExchange_fraction_tendsto` takes a family of grids `K i` whose sizes tend to infinity, which is the hypothesis `hK`, and concludes that this share tends to zero. The grids may differ in shape and dimension, since only their sizes enter.

Finally, `collisionSum_allowed_eq_scattering` says that the collision sum over all allowed events equals the sum over the nontrivial ones, at every momentum $p$.

For a direct summation on a finite grid with a single momentum label and no selection rule beyond momentum conservation, skipping the forward and exchange events is therefore exact, but the number of terms over all $p$ still grows as $M^3$.

## Two nonzero momentum transfers label the events

**All allowed events.** Choose $k_1$, $k_2$ and $k_3$ freely. Conservation then fixes $k_4=k_1+k_2-k_3$, which always lies on the grid because the grid is a group. Each triple gives one event, so there are $M^3$ of them.

**A test on the third momentum.** Take an allowed event. If $k_3=k_1$, conservation gives $k_4=k_2$, and the event is forward. If $k_3=k_2$, it gives $k_4=k_1$, and the event is exchange. Conversely, a forward event has $k_3=k_1$ and an exchange event has $k_3=k_2$. An allowed event is thus nontrivial exactly when $k_3\neq k_1$ and $k_3\neq k_2$.

**Nontrivial events at fixed $k_1=p$.** Define the two transfers

$$
q=k_3-k_1,\qquad r=k_3-k_2 .
$$

For a nontrivial event both are nonzero. They also determine the event:

$$
k_3=p+q,\qquad k_2=k_3-r=p+q-r,\qquad k_4=k_1+k_2-k_3=p-r .
$$

Conversely, any nonzero $q$ and $r$ inserted into these formulas give an event that conserves momentum, since $p+(p+q-r)=(p+q)+(p-r)$. It is nontrivial because $k_3-k_1=q\neq0$ and $k_3-k_2=r\neq0$. There are $M-1$ choices for each transfer, hence $(M-1)^2$ events. Summing over the $M$ values of $p$ gives $M(M-1)^2$.

**Forward and exchange events.** Subtraction gives

$$
M^3-M(M-1)^2=M^3-(M^3-2M^2+M)=2M^2-M .
$$

This agrees with a direct count: there are $M^2$ forward events and $M^2$ exchange events, and the $M$ events with $k_1=k_2$ that belong to both kinds are counted once. Division by $M^3$ gives $2/M-1/M^2$, which tends to zero as $M$ grows.

The smallest grids show the formulas at work. For $M=1$ the single event is both forward and exchange, and no nontrivial event exists. For $M=2$, with momenta $0$ and $1$ added modulo 2, six of the eight allowed events are forward or exchange. The other two are $(0,0,1,1)$ and $(1,1,0,0)$.

**Cancellation in the collision sum.** In a forward event $f_3=f_1$ and $f_4=f_2$, so the bracket becomes

$$
f_1f_2(1+\eta f_1)(1+\eta f_2)-f_1f_2(1+\eta f_1)(1+\eta f_2)=0 .
$$

In an exchange event $f_3=f_2$ and $f_4=f_1$. The factors appear in a different order, but gain and loss are again the same product. Every such term vanishes whatever its weight, and removing these terms leaves the sum unchanged.

## The same steps as bijections in Lean

The proof of `card_allowed` uses `Finset.card_bij'`, which shows that two finite sets have equal size from a map in each direction. One map forgets $k_4$, and the other restores it as $k_1+k_2-k_3$. The four goals that follow check that each map lands in the right set and that each undoes the other.

The lemma `mem_scattering` is the test on the third momentum, with `a`, `b`, `c`, `d` standing for $k_1,k_2,k_3,k_4$. Under the conservation law `h`, its intermediate results `h1` and `h2` reduce the two equalities of pairs to `c = a` and `c = b`. In each case `add_left_cancel` supplies the remaining momentum. The tactic `tauto` then completes the propositional step from "allowed and not (forward or exchange)" to the two inequalities.

In `card_scattering_from` the set of pairs $(q,r)$ is a product of two copies of the grid with zero erased, and `hcard` computes its size. A second use of `Finset.card_bij'` carries the transfer argument: the forward map is $(k_3-k_1,\,k_3-k_2)$, and the inverse is the quadruple $(p,\,p+q-r,\,p+q,\,p-r)$ found above. The lemma `mem_scattering` translates between nontrivial events and nonzero transfers, while `abel` proves the identities in the abelian group.

The total in `card_scattering` comes from `Finset.card_eq_sum_card_fiberwise`, which splits the nontrivial events according to their first momentum. Every part has the same size, so the sum is $M$ times $(M-1)^2$.

For `card_forwardExchange`, the allowed events are split into nontrivial ones and the rest. Writing $M=m+1$ removes the natural-number subtraction, and `nlinarith` finishes the polynomial arithmetic. The proof of `forwardExchange_fraction` moves this identity to the real numbers and divides by $M^3$. For the limit, `hi` states that $1/M\to0$; the combination $2x-x^2$ with $x=1/M$ then tends to zero as well.

The last theorem uses `Finset.sum_subset`: a sum over a smaller set equals the sum over a larger one if all the extra terms vanish. An allowed event that is missing from the nontrivial set must lie in `forwardExchange G`, which is the step `hF`. The proof then treats the forward and exchange cases separately, substitutes the outgoing momenta, and lets `ring` confirm that gain minus loss is zero.
